# The Wannier–Stark ladder from one eigenvector of $H + FX$

On an infinite periodic chain the hopping Hamiltonian $H$ commutes with every lattice translation, and Bloch's theorem labels stationary states by a crystal momentum. A uniform field adds the term $FX$, with $X$ the position operator and $F$ the energy step between neighbouring sites. This term does not commute with translations, so the Bloch label is lost, and a translated eigenstate no longer has the energy of the original. A weaker relation survives, and it is the one proved here: translation by $n$ sites takes an eigenvector of $H + FX$ to another eigenvector and shifts the eigenvalue by exactly $nF$, so one eigenvector yields a whole family. The lattice constant and $\hbar$ are set to one.

## States and operators

```lean
import Mathlib

open Complex

namespace WannierStarkLadder

noncomputable section
```

These lines load Mathlib and allow `I` for $i$ and `exp` for the complex exponential.

```lean
/-- Translation by `n` sites: `(T_n ψ)(x) = ψ(x - n)`. -/
def shift (n : ℤ) : Module.End ℂ (ℤ → ℂ) where
  toFun ψ := fun x => ψ (x - n)
  map_add' _ _ := rfl
  map_smul' _ _ := rfl
```

A state is a term of `ℤ → ℂ`, any function $\psi$ from integer sites $x$ to complex amplitudes, with no normalisation or decay required. `Module.End ℂ (ℤ → ℂ)` is the type of linear operators on these functions. `shift n` is $T_n$ with $(T_n\psi)(x) = \psi(x-n)$, which moves the profile $n$ sites towards larger $x$.

```lean
/-- Position operator: `(X ψ)(x) = x ψ(x)`. -/
def position : Module.End ℂ (ℤ → ℂ) where
  toFun ψ := fun x => (x : ℂ) * ψ x
  map_add' ψ φ := by
    funext x
    simp [mul_add]
  map_smul' a ψ := by
    funext x
    simp only [Pi.smul_apply, smul_eq_mul, RingHom.id_apply]
    ring
```

`position` is $(X\psi)(x) = x\,\psi(x)$. It is defined on every state, since the space carries no norm condition.

```lean
/-- Finite-range hopping `H = ∑_{r ∈ S} t_r T_r` over a finite set `S` of displacements. -/
def hopping (S : Finset ℤ) (t : ℤ → ℂ) : Module.End ℂ (ℤ → ℂ) :=
  ∑ r ∈ S, t r • shift r
```

`hopping S t` is $H = \sum_{r\in S} t_r T_r$, where $S$ is a finite set of displacements and `•` is multiplication by a scalar. The amplitudes $t_r$ depend on the displacement only, so $H$ is translation invariant with one orbital per site. They are arbitrary complex numbers, and $H$ need not be Hermitian.

```lean
/-- The chain in a uniform field: `H + F X`. -/
def stark (S : Finset ℤ) (t : ℤ → ℂ) (F : ℝ) : Module.End ℂ (ℤ → ℂ) :=
  hopping S t + (F : ℂ) • position
```

`stark S t F` is $A = H + FX$ with real $F$. For $F > 0$ the on-site energy rises with $x$.

```lean
/-- The state with amplitude `c^x / x!` on sites `x ≥ 0` and zero on sites `x < 0`. -/
def halfLineState (c : ℂ) : ℤ → ℂ :=
  fun x => if 0 ≤ x then c ^ x.toNat / (x.toNat.factorial : ℂ) else 0
```

`halfLineState c` is $\phi_c(x) = c^x/x!$ for $x \ge 0$ and $\phi_c(x) = 0$ for $x < 0$, with $c$ complex. It is unnormalised; the normalised state is $\phi_c/\sqrt{N}$ with the convergent sum $N = \sum_{x\ge0} |c|^{2x}/(x!)^2$.

```lean
/-- The finite superposition `∑_{n ∈ s} c_n exp(-i (E + n F) u) T_n ψ` at time `u`. -/
def packet (F : ℝ) (E : ℂ) (ψ : ℤ → ℂ) (s : Finset ℤ) (c : ℤ → ℂ) (u : ℝ) : ℤ → ℂ :=
  ∑ n ∈ s, (c n * exp (-I * (E + n * F) * u)) • shift n ψ
```

For a finite set $s$ of integers, coefficients $c_n$, a complex number $E$ and real time $u$, `packet` is
$$\Psi(u) = \sum_{n\in s} c_n\, e^{-i(E+nF)u}\, T_n\psi .$$

## The ladder

```lean
/-- Site-by-site form: `((H + F X) ψ)(x) = ∑_r t_r ψ(x - r) + F x ψ(x)`. -/
theorem stark_apply (S : Finset ℤ) (t : ℤ → ℂ) (F : ℝ) (ψ : ℤ → ℂ) (x : ℤ) :
    stark S t F ψ x = ∑ r ∈ S, t r * ψ (x - r) + F * (x * ψ x) := by
  simp only [stark, hopping, LinearMap.add_apply, LinearMap.sum_apply, LinearMap.smul_apply,
    Pi.add_apply, Finset.sum_apply, Pi.smul_apply, smul_eq_mul]
  rfl
```

This spells out the operator at one site, $(A\psi)(x) = \sum_{r\in S} t_r\psi(x-r) + Fx\,\psi(x)$, by unfolding the definitions.

```lean
/-- The hopping operator commutes with every lattice translation. -/
theorem hopping_mul_shift (S : Finset ℤ) (t : ℤ → ℂ) (n : ℤ) :
    hopping S t * shift n = shift n * hopping S t := by
  have h : ∀ r, shift r * shift n = shift n * shift r := by
    intro r
    refine LinearMap.ext fun ψ => funext fun x => ?_
    show ψ (x - r - n) = ψ (x - n - r)
    rw [sub_right_comm]
  unfold hopping
  rw [Finset.sum_mul, Finset.mul_sum]
  refine Finset.sum_congr rfl fun r _ => ?_
  rw [smul_mul_assoc, mul_smul_comm, h]
```

Between operators `*` is composition, with the right factor acting first, so the statement is $HT_n = T_nH$. By hand, $T_rT_n\psi$ and $T_nT_r\psi$ at site $x$ are $\psi(x-r-n)$ and $\psi(x-n-r)$, which agree. That is the auxiliary statement `h`, closed by `sub_right_comm`. The remaining lines apply it to each term $t_rT_r$ of the finite sum.

```lean
/-- Position and translation obey `X T_n = T_n X + n T_n`. -/
theorem position_mul_shift (n : ℤ) :
    position * shift n = shift n * position + (n : ℂ) • shift n := by
  refine LinearMap.ext fun ψ => funext fun x => ?_
  show (x : ℂ) * ψ (x - n) = ((x - n : ℤ) : ℂ) * ψ (x - n) + (n : ℂ) * ψ (x - n)
  push_cast
  ring
```

The claim is $XT_n = T_nX + nT_n$. At site $x$ the left side gives $x\,\psi(x-n)$, and the right side gives $(x-n)\psi(x-n) + n\,\psi(x-n)$. The `show` line displays this equation and `ring` verifies it.

```lean
/-- Ladder relation: `(H + F X) T_n = T_n (H + F X) + n F T_n`. -/
theorem stark_mul_shift (S : Finset ℤ) (t : ℤ → ℂ) (F : ℝ) (n : ℤ) :
    stark S t F * shift n = shift n * stark S t F + ((n : ℂ) * F) • shift n := by
  simp only [stark, add_mul, mul_add, smul_mul_assoc, mul_smul_comm, hopping_mul_shift,
    position_mul_shift]
  module
```

Combining the last two results,
$$AT_n = HT_n + FXT_n = T_nH + F(T_nX + nT_n) = T_nA + nF\,T_n .$$
`simp only` expands the products and inserts both relations, and `module` collects the terms.

```lean
/-- If `(H + F X) ψ = E ψ`, then `(H + F X) T_n ψ = (E + n F) T_n ψ`. -/
theorem stark_shift_eigen {S : Finset ℤ} {t : ℤ → ℂ} {F : ℝ} {E : ℂ} {ψ : ℤ → ℂ}
    (h : stark S t F ψ = E • ψ) (n : ℤ) :
    stark S t F (shift n ψ) = (E + n * F) • shift n ψ := by
  have key := LinearMap.congr_fun (stark_mul_shift S t F n) ψ
  simp only [Module.End.mul_apply, LinearMap.add_apply, LinearMap.smul_apply] at key
  rw [key, h, map_smul, add_smul]
```

The hypothesis `h` is $A\psi = E\psi$. Applying the operator identity to $\psi$ (the step `key`) gives
$$A\,T_n\psi = T_n(E\psi) + nF\,T_n\psi = (E+nF)\,T_n\psi .$$
Neither $F \ne 0$ nor $\psi \ne 0$ is needed yet.

```lean
/-- Wannier-Stark ladder: for `F ≠ 0` and a nonzero `ψ` with `(H + F X) ψ = E ψ`, each translate
`T_n ψ` is a nonzero eigenvector with eigenvalue `E + n F`, and all translates are linearly
independent. -/
theorem wannier_stark_ladder {S : Finset ℤ} {t : ℤ → ℂ} {F : ℝ} {E : ℂ} {ψ : ℤ → ℂ}
    (hF : F ≠ 0) (hψ : ψ ≠ 0) (h : stark S t F ψ = E • ψ) :
    (∀ n : ℤ, shift n ψ ≠ 0 ∧ stark S t F (shift n ψ) = (E + n * F) • shift n ψ) ∧
      LinearIndependent ℂ (fun n : ℤ => shift n ψ) := by
  have hne : ∀ n : ℤ, shift n ψ ≠ 0 := by
    intro n h0
    apply hψ
    funext x
    have hx : ψ (x + n - n) = 0 := congrFun h0 (x + n)
    simpa using hx
  refine ⟨fun n => ⟨hne n, stark_shift_eigen h n⟩, ?_⟩
  -- the rungs E + n F are pairwise distinct because F ≠ 0
  have hinj : Function.Injective (fun n : ℤ => E + (n : ℂ) * F) := by
    intro m n hmn
    have h1 : (m : ℂ) * F = n * F := add_left_cancel hmn
    have h2 : (m : ℂ) = n := mul_right_cancel₀ (Complex.ofReal_ne_zero.2 hF) h1
    exact_mod_cast h2
  -- eigenvectors for distinct eigenvalues are independent
  exact Module.End.eigenvectors_linearIndependent' (stark S t F) _ hinj _
    fun n => ⟨Module.End.mem_eigenspace_iff.2 (stark_shift_eigen h n), hne n⟩
```

The hypotheses are $F \ne 0$, $\psi \ne 0$ and $A\psi = E\psi$ with $E$ complex. The conclusion has two parts. For every integer $n$, $T_n\psi \neq 0$ and $AT_n\psi = (E+nF)T_n\psi$. The family $(T_n\psi)_{n\in\mathbb Z}$ is linearly independent, which for an infinite family means that a finite combination vanishes only when all its coefficients do.

For the first part, $T_n\psi = 0$ evaluated at $x+n$ gives $\psi(x) = 0$ for every $x$, against $\psi\neq0$; this is `hne`. For the second, $E+mF = E+nF$ forces $m = n$ because $F \ne 0$; this is `hinj`. Now suppose $\sum_{n\in s} a_n T_n\psi = 0$ with $s$ finite, and fix $k \in s$. The product of the operators $A - (E+mF)$ over all $m \in s$ with $m \ne k$ removes every term but one:
$$a_k \prod_{m\in s,\ m\neq k} (k-m)F \;\; T_k\psi = 0 .$$
Each factor $(k-m)F$ is nonzero and so is $T_k\psi$, hence $a_k = 0$. Lean takes this step from the general result `Module.End.eigenvectors_linearIndependent'`, that eigenvectors with distinct eigenvalues are independent.

In the single-band model, the name Wannier–Stark ladder usually refers to the full spectrum of a self-adjoint operator on square-summable states, with localised eigenfunctions. The theorem is algebraic and conditional: the eigenvector $\psi$ is assumed, and nothing is said about its norm, the reality of $E$, completeness of the translates or the absence of further eigenvalues. On the space of all functions further eigenvalues can occur. For $H = \tau(T_1 + T_{-1})$ with $\tau \ne 0$, the eigenvalue equation is a two-step recursion that can be solved for any complex $E$. This observation, like the value of $N$, is a side remark with no Lean theorem behind it.

## Zero field and an explicit eigenvector

```lean
/-- At zero field the constant state is an eigenvector with eigenvalue `∑_r t_r`, and its
translates are not linearly independent. -/
theorem zero_field_dependent (S : Finset ℤ) (t : ℤ → ℂ) :
    stark S t 0 (fun _ => 1) = (∑ r ∈ S, t r) • (fun _ => (1 : ℂ)) ∧
      ¬ LinearIndependent ℂ (fun n : ℤ => shift n (fun _ => (1 : ℂ))) := by
  constructor
  · funext x
    rw [stark_apply]
    simp
  · intro h
    have h01 : (0 : ℤ) = 1 := h.injective (by funext x; rfl)
    exact absurd h01 (by norm_num)
```

At $F = 0$ the constant state $\psi(x) = 1$, the non-normalisable Bloch wave of zero crystal momentum, satisfies $(A\psi)(x) = \sum_{r\in S} t_r$. All its translates coincide. An independent family has distinct members (`h.injective`), so $T_0\psi = T_1\psi$ would force $0 = 1$. For every $S$ and $t$ there is therefore a nonzero eigenvector at zero field whose translates are dependent, so the hypothesis $F \ne 0$ cannot be dropped from the independence claim. This does not say that every zero-field eigenvector has dependent translates: for $H = 0$ the state on a single site has independent ones.

```lean
/-- For one-directional hopping `τ T_1` and `F ≠ 0`, the half-line state with `c = -τ / F` is
a nonzero eigenvector of `H + F X` with eigenvalue zero. -/
theorem wannier_stark_ladder_witness (τ : ℂ) {F : ℝ} (hF : F ≠ 0) :
    halfLineState (-τ / F) ≠ 0 ∧
      stark {1} (fun _ => τ) F (halfLineState (-τ / F))
        = (0 : ℂ) • halfLineState (-τ / F) := by
  have hF' : (F : ℂ) ≠ 0 := Complex.ofReal_ne_zero.2 hF
  constructor
  · intro h0
    have h1 := congrFun h0 0
    simp [halfLineState] at h1
  · funext x
    rw [stark_apply, Finset.sum_singleton, zero_smul, Pi.zero_apply]
    rcases lt_trichotomy x 0 with hx | hx | hx
    · have h1 : ¬ 0 ≤ x := by omega
      have h2 : ¬ 0 ≤ x - 1 := by omega
      simp only [halfLineState, if_neg h1, if_neg h2]
      simp
    · subst hx
      simp [halfLineState]
    · obtain ⟨k, rfl⟩ : ∃ k : ℕ, x = (k : ℤ) + 1 := ⟨(x - 1).toNat, by omega⟩
      have e1 : halfLineState (-τ / F) ((k : ℤ) + 1 - 1)
          = (-τ / F) ^ k / (k.factorial : ℂ) := by
        simp [halfLineState]
      have e2 : halfLineState (-τ / F) ((k : ℤ) + 1)
          = (-τ / F) ^ (k + 1) / ((k + 1).factorial : ℂ) := by
        have h1 : ((k : ℤ) + 1).toNat = k + 1 := by omega
        have h0 : 0 ≤ (k : ℤ) + 1 := by omega
        simp only [halfLineState, if_pos h0, h1]
      have hk : (k : ℂ) + 1 ≠ 0 := by exact_mod_cast Nat.succ_ne_zero k
      have hf : (k.factorial : ℂ) ≠ 0 := by exact_mod_cast k.factorial_ne_zero
      rw [e1, e2, Nat.factorial_succ, pow_succ]
      generalize (-τ / (F : ℂ)) ^ k = p
      push_cast
      field_simp
      ring
```

With $S = \{1\}$ and amplitude $\tau$, so $H = \tau T_1$, the state $\phi_c$ with $c = -\tau/F$ is a nonzero eigenvector with $E = 0$. This hopping is one-directional and non-Hermitian for $\tau \neq 0$. The state is nonzero because $\phi_c(0) = 1$. The equation $\tau\phi_c(x-1) + Fx\,\phi_c(x) = 0$ splits into the three cases of `lt_trichotomy`. For $x<0$ both amplitudes vanish. For $x = 0$, $\phi_c(-1) = 0$ and the factor $x$ vanishes. For $x = k+1$ with $k \ge 0$,
$$\tau\frac{c^k}{k!} + F(k+1)\frac{c^{k+1}}{(k+1)!} = \frac{c^k}{k!}\,(\tau + Fc) = 0 ,$$
where `e1` and `e2` supply the two amplitudes.

The smallest case is $\tau = 0$. Then $c = 0$ and $c^0 = 1$, so $\phi_0$ is the normalised state on site $0$ alone. Its translate $T_n\phi_0$ sits on site $n$ with energy $nF$, and the ladder is the list of on-site energies.

## Dynamics

```lean
/-- If `(H + F X) ψ = E ψ`, the superposition `Ψ` of translates obeys the Schrödinger equation
`dΨ/du = -i (H + F X) Ψ` at every site. -/
theorem packet_schrodinger {S : Finset ℤ} {t : ℤ → ℂ} {F : ℝ} {E : ℂ} {ψ : ℤ → ℂ}
    (h : stark S t F ψ = E • ψ) (s : Finset ℤ) (c : ℤ → ℂ) (u : ℝ) (x : ℤ) :
    HasDerivAt (fun v => packet F E ψ s c v x)
      (-I * stark S t F (packet F E ψ s c u) x) u := by
  -- derivative of each rung's time factor
  have hd : ∀ n : ℤ, HasDerivAt
      (fun v : ℝ => c n * exp (-I * (E + n * F) * v) * shift n ψ x)
      (c n * (exp (-I * (E + n * F) * u) * (-I * (E + n * F))) * shift n ψ x) u := by
    intro n
    have h1 : HasDerivAt (fun v : ℝ => -I * (E + n * F) * (v : ℂ)) (-I * (E + n * F)) u := by
      simpa using (hasDerivAt_id u).ofReal_comp.const_mul (-I * (E + n * F))
    exact (h1.cexp.const_mul (c n)).mul_const _
  have e1 : (fun v => packet F E ψ s c v x)
      = fun v : ℝ => ∑ n ∈ s, c n * exp (-I * (E + n * F) * v) * shift n ψ x := by
    funext v
    simp only [packet, Finset.sum_apply, Pi.smul_apply, smul_eq_mul]
  rw [e1]
  refine (HasDerivAt.fun_sum fun n _ => hd n).congr_deriv ?_
  simp only [packet, map_sum, map_smul, stark_shift_eigen h, Finset.sum_apply, Pi.smul_apply,
    smul_eq_mul]
  rw [Finset.mul_sum]
  exact Finset.sum_congr rfl fun n _ => by ring
```

`HasDerivAt f f' u` says that $f$ is differentiable at $u$ with derivative $f'$. Given $A\psi = E\psi$, the theorem states $\partial_u\Psi(u)(x) = -i\,(A\Psi(u))(x)$ at each site $x$, the Schrödinger equation taken pointwise, for any real $F$. By hand, differentiating term $n$ brings down $-i(E+nF)$, which is `hd`. Acting with $A$ on term $n$ gives $E+nF$ by `stark_shift_eigen`, so the two finite sums agree term by term. Uniqueness of the solution and infinite superpositions are not treated.

```lean
/-- For `F ≠ 0` the superposition returns to itself after the time `2π / F` up to the global
factor `exp(-i E 2π / F)`. -/
theorem packet_revival {F : ℝ} (hF : F ≠ 0) (E : ℂ) (ψ : ℤ → ℂ) (s : Finset ℤ) (c : ℤ → ℂ)
    (u : ℝ) :
    packet F E ψ s c (u + 2 * Real.pi / F)
      = exp (-I * E * (2 * (Real.pi : ℂ) / F)) • packet F E ψ s c u := by
  have hF' : (F : ℂ) ≠ 0 := Complex.ofReal_ne_zero.2 hF
  simp only [packet, Finset.smul_sum, smul_smul]
  refine Finset.sum_congr rfl fun n _ => ?_
  congr 1
  -- rung n gains the extra phase -2π n, which drops out
  have key : -I * (E + n * F) * ((u + 2 * Real.pi / F : ℝ) : ℂ)
      = -I * E * (2 * (Real.pi : ℂ) / F) + -I * (E + n * F) * u
        + ((-n : ℤ) : ℂ) * (2 * Real.pi * I) := by
    push_cast
    field_simp
    ring
  rw [key, Complex.exp_add, Complex.exp_add, Complex.exp_int_mul_two_pi_mul_I]
  ring

end

end WannierStarkLadder
```

For $F \ne 0$, $\Psi(u + 2\pi/F) = e^{-2\pi iE/F}\,\Psi(u)$. The exponent of term $n$ splits as in `key`:
$$-i(E+nF)\left(u + \frac{2\pi}{F}\right) = -iE\,\frac{2\pi}{F} - i(E+nF)u - 2\pi i n ,$$
and $e^{-2\pi i n} = 1$. No eigenvalue equation is assumed, so the identity holds for any $\psi$; it describes the time evolution when combined with `packet_schrodinger`. The global factor is a pure phase for real $E$ and rescales the state otherwise. For a non-interacting particle in one band of a tight-binding chain, without interband tunnelling or scattering, this recurrence after $2\pi/|F|$ is the period of Bloch oscillations, obtained here for finite superpositions of the translates of one eigenvector.

```lean
#print axioms WannierStarkLadder.wannier_stark_ladder
#print axioms WannierStarkLadder.zero_field_dependent
#print axioms WannierStarkLadder.packet_schrodinger
#print axioms WannierStarkLadder.packet_revival
```

```
'WannierStarkLadder.wannier_stark_ladder' depends on axioms: [propext, Classical.choice, Quot.sound]
'WannierStarkLadder.zero_field_dependent' depends on axioms: [propext, Classical.choice, Quot.sound]
'WannierStarkLadder.packet_schrodinger' depends on axioms: [propext, Classical.choice, Quot.sound]
'WannierStarkLadder.packet_revival' depends on axioms: [propext, Classical.choice, Quot.sound]
```
